# For fixed A < 2, the contour ratio t'/t = 1/(2−A−B) of an oxygen-downfolded four-band model rises with the axial parameter B < 0

Take a periodic chain whose cell holds one metal orbital at level $\varepsilon$ and one oxygen orbital at level $\varepsilon_p$, coupled at wave number $k$ by $2t\sin(k/2)$. At energy $E\neq\varepsilon_p$ the oxygen amplitude is $2t\sin(k/2)/(E-\varepsilon_p)$ times the metal amplitude. Substituting it into the metal equation gives

$$E-\varepsilon-\frac{4t^2\sin^2(k/2)}{E-\varepsilon_p}=0 .$$

For $t\ne0$, multiply by $(E-\varepsilon_p)/(4t^2)$ and set $A=(E-\varepsilon)(E-\varepsilon_p)/(2t)^2$. The condition becomes $A-\tfrac12(1-\cos k)=0$: with the oxygen eliminated, $A$ (though not $E$ itself) follows a cosine band.

In a square plane with oxygens along $x$ and $y$, the same step gives $A-1+u=0$, where $u=\tfrac12(\cos k_x+\cos k_y)$. Its contours are those of a nearest-neighbour band. In the model below, a diagonal hopping $t'$ enters because a second metal orbital, the axial $s$, shares the oxygens with the first, called $d$.

## The four-orbital model

The orbitals are $d$, $s$, $p_x$, $p_y$, with levels $\varepsilon_d,\varepsilon_s,\varepsilon_p,\varepsilon_p$ and metal–oxygen hoppings $t_{pd},t_{sp}$. The lattice constant is 1, and the phases of the orbitals are chosen to make the Hamiltonian real. The $d$ orbital couples to the two oxygens with opposite signs, the $s$ orbital with equal signs. The basis is orthonormal, and there is no direct $d$–$s$ or oxygen–oxygen hopping.

```lean
import Mathlib

open Matrix

namespace OxygenDownfolding

noncomputable section
```

The two lattice functions are $u$ (`uBar`) and $v=\tfrac12(\cos k_x-\cos k_y)$ (`vBar`).

```lean
/-- Half the sum of the two lattice cosines. -/
def uBar (kx ky : ℝ) : ℝ := (Real.cos kx + Real.cos ky) / 2

/-- Half the difference of the two lattice cosines. -/
def vBar (kx ky : ℝ) : ℝ := (Real.cos kx - Real.cos ky) / 2
```

Each metal orbital has a dimensionless parameter, `orbitalParam`: $A$ for $d$ and $B$ for $s$,
$$A=\frac{(E-\varepsilon_d)(E-\varepsilon_p)}{4t_{pd}^2},\qquad B=\frac{(E-\varepsilon_s)(E-\varepsilon_p)}{4t_{sp}^2}.$$

```lean
/-- Dimensionless parameter of a metal orbital at level `ε`, coupled by the hopping `t`
to oxygen orbitals at level `εp`, at the energy `E`. -/
def orbitalParam (E ε εp t : ℝ) : ℝ := (E - ε) * (E - εp) / (4 * t ^ 2)
```

The metal–oxygen block $T$ (`hopping`) and the full Hamiltonian $H$ (`fourBand`) are real matrices.

```lean
/-- Hopping between the metal orbitals (rows d, s) and the oxygen orbitals (columns px, py). -/
def hopping (tpd tsp kx ky : ℝ) : Matrix (Fin 2) (Fin 2) ℝ :=
  !![2 * tpd * Real.sin (kx / 2), -(2 * tpd * Real.sin (ky / 2));
     2 * tsp * Real.sin (kx / 2), 2 * tsp * Real.sin (ky / 2)]

/-- Four-band Bloch Hamiltonian in the order d, s, px, py. -/
def fourBand (εd εs εp tpd tsp kx ky : ℝ) : Matrix (Fin 4) (Fin 4) ℝ :=
  !![εd, 0, 2 * tpd * Real.sin (kx / 2), -(2 * tpd * Real.sin (ky / 2));
     0, εs, 2 * tsp * Real.sin (kx / 2), 2 * tsp * Real.sin (ky / 2);
     2 * tpd * Real.sin (kx / 2), 2 * tsp * Real.sin (kx / 2), εp, 0;
     -(2 * tpd * Real.sin (ky / 2)), 2 * tsp * Real.sin (ky / 2), 0, εp]
```

The matrix $K$ (`downfolded`) has diagonal $A-1+u$, $B-1+u$ and off-diagonal $v$.

```lean
/-- Dimensionless oxygen-downfolded secular matrix for the d and s orbitals. -/
def downfolded (A B kx ky : ℝ) : Matrix (Fin 2) (Fin 2) ℝ :=
  !![A - 1 + uBar kx ky, vBar kx ky; vBar kx ky, B - 1 + uBar kx ky]
```

The one-band dispersion used for comparison is $-2t(\cos k_x+\cos k_y)+4t'\cos k_x\cos k_y$, which fixes the sign convention for $t'$. From here on, $t$ is this band's hopping. The candidate for $t'/t$ is `contourRatio`.

```lean
/-- One-band dispersion with nearest-neighbour hopping `t` and diagonal hopping `t'`. -/
def tightBinding (t t' kx ky : ℝ) : ℝ :=
  -2 * t * (Real.cos kx + Real.cos ky) + 4 * t' * (Real.cos kx * Real.cos ky)

/-- The contour ratio `t'/t` as a function of the two orbital parameters. -/
def contourRatio (A B : ℝ) : ℝ := 1 / (2 - A - B)
```

## (a) The half-angle identity

**Task.** Write $\sin^2(k/2)$ through $\cos k$.

**Solution.** From $\cos k=2\cos^2(k/2)-1=1-2\sin^2(k/2)$ one gets $\sin^2(k/2)=\tfrac12(1-\cos k)$. The proof combines the double-angle formula with $\sin^2+\cos^2=1$.

```lean
/-- The half-angle formula for the squared sine. -/
theorem sin_half_sq (k : ℝ) : Real.sin (k / 2) ^ 2 = (1 - Real.cos k) / 2 := by
  have h := Real.cos_two_mul (k / 2)
  have e : 2 * (k / 2) = k := by ring
  rw [e] at h
  linarith [Real.sin_sq_add_cos_sq (k / 2)]
```

## (b) Eliminating the oxygens

**Task.** For $E\ne\varepsilon_p$ and nonzero hoppings, show that the effective $d$–$s$ secular matrix is $K$, dressed by the hoppings.

**Solution.** Elimination leaves $\mathrm{diag}(E-\varepsilon_d,E-\varepsilon_s)-TT^{\mathsf T}/(E-\varepsilon_p)$. By (a),
$$\sin^2\tfrac{k_x}2+\sin^2\tfrac{k_y}2=1-u,\qquad \sin^2\tfrac{k_x}2-\sin^2\tfrac{k_y}2=-v,$$
so $TT^{\mathsf T}$ has diagonal $4t_{pd}^2(1-u)$, $4t_{sp}^2(1-u)$ and off-diagonal $-4t_{pd}t_{sp}v$. The $dd$ entry is therefore
$$E-\varepsilon_d-\frac{4t_{pd}^2(1-u)}{E-\varepsilon_p}=\frac{4t_{pd}^2}{E-\varepsilon_p}(A-1+u).$$
The $ss$ entry follows with $t_{sp}$ and $B$, and the $ds$ entry is $4t_{pd}t_{sp}v/(E-\varepsilon_p)$. Together they form $\frac{4}{E-\varepsilon_p}\,\mathrm{diag}(t_{pd},t_{sp})\,K\,\mathrm{diag}(t_{pd},t_{sp})$.

In the proof, `hTT` is the product $TT^{\mathsf T}$; the last line compares the four entries after clearing denominators.

```lean
/-- Eliminating the oxygen orbitals at an energy `E` off the oxygen level leaves the dimensionless
downfolded matrix, dressed by the two metal-oxygen hoppings (both nonzero) and multiplied by `4 / (E
- εp)`. -/
theorem schur_complement (E εd εs εp tpd tsp kx ky : ℝ)
    (hE : E ≠ εp) (hd : tpd ≠ 0) (hs : tsp ≠ 0) :
    !![E - εd, 0; 0, E - εs]
        - (E - εp)⁻¹ • (hopping tpd tsp kx ky * (hopping tpd tsp kx ky)ᵀ)
      = (4 / (E - εp)) • (!![tpd, 0; 0, tsp]
          * downfolded (orbitalParam E εd εp tpd) (orbitalParam E εs εp tsp) kx ky
          * !![tpd, 0; 0, tsp]) := by
  have hP : E - εp ≠ 0 := sub_ne_zero.mpr hE
  have hx := sin_half_sq kx
  have hy := sin_half_sq ky
  -- the product of the metal-oxygen block with its transpose
  have hTT : hopping tpd tsp kx ky * (hopping tpd tsp kx ky)ᵀ
      = !![4 * tpd ^ 2 * (1 - uBar kx ky), -(4 * tpd * tsp * vBar kx ky);
           -(4 * tpd * tsp * vBar kx ky), 4 * tsp ^ 2 * (1 - uBar kx ky)] := by
    have hT : (hopping tpd tsp kx ky)ᵀ
        = !![2 * tpd * Real.sin (kx / 2), 2 * tsp * Real.sin (kx / 2);
             -(2 * tpd * Real.sin (ky / 2)), 2 * tsp * Real.sin (ky / 2)] := by
      ext i j
      fin_cases i <;> fin_cases j <;> rfl
    rw [hT, hopping, Matrix.mul_fin_two]
    congr 1
    unfold uBar vBar
    congr! 2
    · linear_combination 4 * tpd ^ 2 * (hx + hy)
    · congr! 1
      linear_combination 4 * tpd * tsp * (hx - hy)
    · congr! 1
      · linear_combination 4 * tpd * tsp * (hx - hy)
      · congr! 1
        linear_combination 4 * tsp ^ 2 * (hx + hy)
  rw [hTT, downfolded, Matrix.mul_fin_two, Matrix.mul_fin_two]
  ext i j
  fin_cases i <;> fin_cases j <;> simp [orbitalParam] <;> field_simp <;> ring
```

## (c) A four-by-four determinant

**Task.** Evaluate the determinant of two uncoupled levels $D,S$ attached to two uncoupled levels of equal value $P$, with couplings $(-a,b)$ and $(-c,-d)$. Here $d$ is a number, not the orbital.

**Solution.** For $P\neq0$, eliminating the second pair gives the determinant of
$$\begin{pmatrix}PD-(a^2+b^2)&-(ac-bd)\\-(ac-bd)&PS-(c^2+d^2)\end{pmatrix},$$
because the factor $P^2$ multiplies a $2\times2$ determinant and can be taken inside it. Both sides are polynomials in $P$, so the identity also holds at $P=0$. The formal proof instead expands along the first row and lets `ring` compare the polynomials.

```lean
/-- Determinant for two mutually uncoupled levels attached to a second pair of levels, which are
equal and mutually uncoupled. -/
theorem det_two_plus_two (D S P a b c d : ℝ) :
    (!![D, 0, -a, b; 0, S, -c, -d; -a, -c, P, 0; b, -d, 0, P] : Matrix (Fin 4) (Fin 4) ℝ).det
      = (P * D - (a ^ 2 + b ^ 2)) * (P * S - (c ^ 2 + d ^ 2)) - (a * c - b * d) ^ 2 := by
  simp [Matrix.det_succ_row_zero, Fin.sum_univ_succ, Fin.succAbove]
  ring
```

## (d) The full secular determinant

**Task.** Show that $\det(E-H)=16\,t_{pd}^2t_{sp}^2\det K$ for nonzero hoppings, at every energy.

**Solution.** Apply (c) with $P=E-\varepsilon_p$, $D=E-\varepsilon_d$, $S=E-\varepsilon_s$. The definitions of $A$ and $B$ give $PD=4t_{pd}^2A$ and $PS=4t_{sp}^2B$. The sums from (b) give $a^2+b^2=4t_{pd}^2(1-u)$, $c^2+d^2=4t_{sp}^2(1-u)$ and $ac-bd=-4t_{pd}t_{sp}v$. Hence
$$\det(E-H)=16t_{pd}^2t_{sp}^2\left[(A-1+u)(B-1+u)-v^2\right].$$
Nothing was divided by $E-\varepsilon_p$, so the oxygen level itself is included. The zeros of $\det K$ are thus the Bloch vectors at which $E$ is a band energy. In the proof, `hA`, `hB`, `h1` and `h2` are these substitutions.

```lean
/-- For nonzero hoppings, the four-band secular determinant is a constant multiple of the downfolded
determinant, at every energy and Bloch vector. -/
theorem fourBand_secular (E εd εs εp tpd tsp kx ky : ℝ) (hd : tpd ≠ 0) (hs : tsp ≠ 0) :
    (E • (1 : Matrix (Fin 4) (Fin 4) ℝ) - fourBand εd εs εp tpd tsp kx ky).det
      = 16 * tpd ^ 2 * tsp ^ 2 *
        (downfolded (orbitalParam E εd εp tpd) (orbitalParam E εs εp tsp) kx ky).det := by
  have hx := sin_half_sq kx
  have hy := sin_half_sq ky
  have hM : E • (1 : Matrix (Fin 4) (Fin 4) ℝ) - fourBand εd εs εp tpd tsp kx ky
      = !![E - εd, 0, -(2 * tpd * Real.sin (kx / 2)), 2 * tpd * Real.sin (ky / 2);
           0, E - εs, -(2 * tsp * Real.sin (kx / 2)), -(2 * tsp * Real.sin (ky / 2));
           -(2 * tpd * Real.sin (kx / 2)), -(2 * tsp * Real.sin (kx / 2)), E - εp, 0;
           2 * tpd * Real.sin (ky / 2), -(2 * tsp * Real.sin (ky / 2)), 0, E - εp] := by
    ext i j
    fin_cases i <;> fin_cases j <;> simp [fourBand]
  -- express levels and hoppings through A, B, u and v
  have hA : (E - εp) * (E - εd) = 4 * tpd ^ 2 * orbitalParam E εd εp tpd := by
    rw [orbitalParam, mul_div_cancel₀ _ (by positivity)]
    ring
  have hB : (E - εp) * (E - εs) = 4 * tsp ^ 2 * orbitalParam E εs εp tsp := by
    rw [orbitalParam, mul_div_cancel₀ _ (by positivity)]
    ring
  have h1 (t : ℝ) : (2 * t * Real.sin (kx / 2)) ^ 2 + (2 * t * Real.sin (ky / 2)) ^ 2
      = 4 * t ^ 2 * (1 - uBar kx ky) := by
    unfold uBar
    linear_combination 4 * t ^ 2 * (hx + hy)
  have h2 : 2 * tpd * Real.sin (kx / 2) * (2 * tsp * Real.sin (kx / 2))
      - 2 * tpd * Real.sin (ky / 2) * (2 * tsp * Real.sin (ky / 2))
      = -(4 * tpd * tsp * vBar kx ky) := by
    unfold vBar
    linear_combination 4 * tpd * tsp * (hx - hy)
  rw [hM, det_two_plus_two, hA, hB, h1, h1, h2, downfolded, Matrix.det_fin_two_of]
  ring
```

## (e) Expansion in lattice harmonics

**Task.** Expand $\det K$.

**Solution.** Multiplying out,
$$\det K=(A-1)(B-1)+(A+B-2)u+u^2-v^2,$$
and $u^2-v^2=(u+v)(u-v)=\cos k_x\cos k_y$. This product is the diagonal-hopping harmonic. The theorem states both the factored and the expanded form.

```lean
/-- The downfolded determinant, in factored form and expanded in lattice harmonics. -/
theorem downfolded_det (A B kx ky : ℝ) :
    (downfolded A B kx ky).det
        = (A - 1 + uBar kx ky) * (B - 1 + uBar kx ky) - vBar kx ky ^ 2 ∧
    (downfolded A B kx ky).det
        = (A - 1) * (B - 1) + (A + B - 2) * uBar kx ky + Real.cos kx * Real.cos ky := by
  rw [downfolded, Matrix.det_fin_two_of]
  constructor
  · ring
  · unfold uBar vBar
    ring
```

## (f) The contour as a one-band contour

**Task.** For $A+B\ne2$ and $t\neq0$, identify the zero contour of $\det K$ with a constant-energy contour of the one-band dispersion.

**Solution.** Put $r=1/(2-A-B)$ and $t'=tr$. Multiplying (e) by $4tr$ and using $r(A+B-2)=-1$,
$$4tr\det K=-4tu+4t'\cos k_x\cos k_y+4t'(A-1)(B-1).$$
The first two terms are the one-band dispersion. As $4tr\ne0$, $\det K=0$ exactly when that dispersion equals $-4t'(A-1)(B-1)$. The identity is `key` in the proof.

The condition $A+B\neq2$ matters. At $A=B=1$, $\det K=\cos k_x\cos k_y$ vanishes at $(\pi/2,0)$ and at $(\pi/2,\pi/2)$. A one-band dispersion with $t\neq0$ takes the values $-2t$ and $0$ there, whatever $t'$ is, so the two points share no contour.

```lean
/-- For `A + B ≠ 2` and `t ≠ 0`, the zero contour of the downfolded determinant is a constant-energy
contour of the one-band dispersion with `t'/t = 1/(2 - A - B)`. -/
theorem contour_iff (A B t kx ky : ℝ) (hAB : A + B ≠ 2) (ht : t ≠ 0) :
    (downfolded A B kx ky).det = 0 ↔
      tightBinding t (t * contourRatio A B) kx ky
        = -4 * (t * contourRatio A B) * ((A - 1) * (B - 1)) := by
  have hD : 2 - A - B ≠ 0 := fun h => hAB (by linarith)
  have hr : contourRatio A B * (2 - A - B) = 1 := one_div_mul_cancel hD
  have hr0 : contourRatio A B ≠ 0 := one_div_ne_zero hD
  have key : tightBinding t (t * contourRatio A B) kx ky
      - -4 * (t * contourRatio A B) * ((A - 1) * (B - 1))
      = 4 * (t * contourRatio A B) * (downfolded A B kx ky).det := by
    rw [(downfolded_det A B kx ky).2]
    unfold tightBinding uBar
    linear_combination 2 * t * (Real.cos kx + Real.cos ky) * hr
  rw [← sub_eq_zero (b := -4 * (t * contourRatio A B) * ((A - 1) * (B - 1))), key]
  have h4 : 4 * (t * contourRatio A B) ≠ 0 := mul_ne_zero (by norm_num) (mul_ne_zero ht hr0)
  exact ⟨fun h => by rw [h, mul_zero], fun h => (mul_eq_zero.mp h).resolve_left h4⟩
```

## (g) Uniqueness of the ratio

**Task.** Suppose a one-band dispersion with $t\neq0$, minus a constant $\mu$, equals $c\det K$ at all Bloch vectors. Find $t'/t$.

**Solution.** At $(0,0)$, $(\pi,\pi)$ and $(\pi/2,\pi/2)$ the assumption reads
$$\begin{aligned}-4t+4t'-\mu&=c[(A-1)(B-1)+(A+B-2)+1],\\ 4t+4t'-\mu&=c[(A-1)(B-1)-(A+B-2)+1],\\ -\mu&=c(A-1)(B-1).\end{aligned}$$
Half the difference of the first two gives $4t=c(2-A-B)$; their mean minus the third gives $4t'=c$. Since $t\ne0$, neither $c$ nor $2-A-B$ vanishes, and $t'/t=1/(2-A-B)$. These relations are `h1` and `h2`. The hypothesis is proportionality throughout the zone, which is stronger than agreement on one contour.

```lean
/-- If a one-band dispersion, measured from `μ`, is proportional to the downfolded determinant
throughout the zone, then its hopping ratio is `1/(2 - A - B)`. -/
theorem ratio_unique (A B t t' μ c : ℝ) (ht : t ≠ 0)
    (h : ∀ kx ky, tightBinding t t' kx ky - μ = c * (downfolded A B kx ky).det) :
    t' / t = contourRatio A B := by
  -- compare at the zone centre, the zone corner and halfway between them
  have h0 := h 0 0
  have hp := h Real.pi Real.pi
  have hh := h (Real.pi / 2) (Real.pi / 2)
  rw [(downfolded_det A B _ _).2] at h0 hp hh
  simp only [tightBinding, uBar, Real.cos_zero, Real.cos_pi, Real.cos_pi_div_two] at h0 hp hh
  have h1 : 4 * t = c * (2 - A - B) := by linear_combination (hp - h0) / 2
  have h2 : 4 * t' = c := by linear_combination (h0 + hp) / 2 - hh
  have hD : 2 - A - B ≠ 0 := by
    intro hz
    rw [hz, mul_zero] at h1
    exact ht (by linarith)
  rw [contourRatio, div_eq_div_iff ht hD]
  linear_combination ((2 - A - B) * h2 - h1) / 4
```

## (h) Monotonicity in the axial parameter

**Task.** Fix $A<2$. Show that $t'/t$ strictly increases with $B$ on $B<0$, and bound it.

**Solution.** If $B_1<B_2<0$, then $0<2-A-B_2<2-A-B_1$, and taking reciprocals reverses the order. Also $2-A-B>2-A>0$, so $0<t'/t<1/(2-A)$. In Lean, `StrictMonoOn` on `Set.Iio 0` expresses strict increase over the negative reals.

The bounds are the limiting values: the ratio tends to $0$ as $B\to-\infty$, where the axial orbital decouples, and to $1/(2-A)$ as $B\to0^-$.

For $A>2$ the formula has a pole at $B=2-A<0$, but for $B<0$ there is then no contour to describe: the diagonal entries of $K$ have opposite signs, so $\det K<0$ at every Bloch vector. For $A<0$ and $B<0$ there is no contour either, because $1-u\ge|v|$ gives $\det K=(1-A-u)(1-B-u)-v^2>0$. Within the range of the theorem, the ratio therefore describes an actual contour only for $0\le A<2$.

```lean
/-- For fixed `A < 2` the ratio `t'/t` strictly increases with the axial parameter `B` over
negative values, where it lies strictly between `0` and `1/(2 - A)`. -/
theorem contourRatio_strictMono (A : ℝ) (hA : A < 2) :
    StrictMonoOn (fun B => contourRatio A B) (Set.Iio 0) ∧
      ∀ B < 0, 0 < contourRatio A B ∧ contourRatio A B < 1 / (2 - A) := by
  refine ⟨fun x _ y hy hxy => ?_, fun B hB => ⟨?_, ?_⟩⟩
  · have hy' : y < 0 := hy
    exact one_div_lt_one_div_of_lt (by linarith) (by linarith)
  · exact one_div_pos.mpr (by linarith)
  · exact one_div_lt_one_div_of_lt (by linarith) (by linarith)
```

## (i) Raising the axial level

**Task.** Fix $E>\varepsilon_p$, $A<2$ and $t_{sp}\neq0$. Show that $t'/t$ strictly decreases as $\varepsilon_s$ rises through the values above $E$.

**Solution.** For $\varepsilon_s>E$ the numerator $(E-\varepsilon_s)(E-\varepsilon_p)$ of $B$ is negative, and it decreases strictly as $\varepsilon_s$ rises. So $B$ moves down through negative values, and (h) gives the result. `StrictAntiOn` on `Set.Ioi E` expresses strict decrease for levels above $E$.

In electronic-structure terms, this non-interacting four-orbital model links the position of an axial orbital to the shape of a constant-energy contour. The comparison is made at fixed $E$; at fixed electron number the Fermi energy, and with it $A$, would generally shift too.

```lean
/-- At fixed energy above the oxygen level and fixed `A < 2`, the ratio `t'/t` strictly decreases as
the axial level `εs` rises through the values above that energy. -/
theorem contourRatio_axial_level (A E εp tsp : ℝ) (hA : A < 2) (hE : εp < E) (hs : tsp ≠ 0) :
    StrictAntiOn (fun εs => contourRatio A (orbitalParam E εs εp tsp)) (Set.Ioi E) := by
  have hP : 0 < E - εp := sub_pos.mpr hE
  have hT : 0 < 4 * tsp ^ 2 := by positivity
  have hneg : ∀ x, E < x → orbitalParam E x εp tsp < 0 := fun x hx =>
    div_neg_of_neg_of_pos (mul_neg_of_neg_of_pos (by linarith) hP) hT
  intro x hx y hy hxy
  have hlt : orbitalParam E y εp tsp < orbitalParam E x εp tsp :=
    div_lt_div_of_pos_right (mul_lt_mul_of_pos_right (by linarith) hP) hT
  exact (contourRatio_strictMono A hA).1 (hneg y hy) (hneg x hx) hlt

end

end OxygenDownfolding
```

```lean
#print axioms OxygenDownfolding.fourBand_secular
-- 'OxygenDownfolding.fourBand_secular' depends on axioms: [propext, Classical.choice, Quot.sound]
#print axioms OxygenDownfolding.contour_iff
-- 'OxygenDownfolding.contour_iff' depends on axioms: [propext, Classical.choice, Quot.sound]
#print axioms OxygenDownfolding.ratio_unique
-- 'OxygenDownfolding.ratio_unique' depends on axioms: [propext, Classical.choice, Quot.sound]
#print axioms OxygenDownfolding.contourRatio_axial_level
-- 'OxygenDownfolding.contourRatio_axial_level' depends on axioms: [propext, Classical.choice, Quot.sound]
```
